# An orthogonal matrix diagonalises a real positive semidefinite matrix, with nonnegative diagonal entries

In physical terms, a finite-dimensional observable given by a real symmetric matrix with no negative expectation values has an orthonormal basis of real eigenvectors, and its eigenvalues are nonnegative. The lemma states this for a real positive semidefinite matrix M with a finite index set: there are a real matrix U with UUᵀ = 1 and numbers dᵢ ≥ 0 such that M = Uᵀ diag(d) U. The proof takes the orthonormal eigenvectors of M as the rows of U. It derives UUᵀ = 1 from their orthonormality and MUᵀ = Uᵀ diag(d) from the eigenvalue equation, then combines the two to recover M.

The failing Lean file:

```lean
import Mathlib

open Matrix MeasureTheory

namespace ExistsDiagonalisation

noncomputable section

variable {n m : Type*} [Fintype n] [DecidableEq n] [Fintype m]

/-- A real positive semidefinite matrix is diagonalised by an orthogonal matrix, with
nonnegative diagonal entries. -/
theorem exists_diagonalisation {M : Matrix n n ℝ} (h : M.PosSemidef) :
    ∃ (U : Matrix n n ℝ) (d : n → ℝ), U * Uᵀ = 1 ∧ (∀ i, 0 ≤ d i) ∧
      M = Uᵀ * (diagonal d * U) := by
  -- the rows of `U` are the orthonormal eigenvectors
  let U : Matrix n n ℝ := fun i j => (h.1.eigenvectorBasis i).ofLp j
  have hU : U * Uᵀ = 1 := by
    ext i k
    have ho := orthonormal_iff_ite.mp h.1.eigenvectorBasis.orthonormal i k
    rw [Matrix.mul_apply, Matrix.one_apply, ← ho, PiLp.inner_apply]
    refine Finset.sum_congr rfl fun j _ => ?_
    simp [U, mul_comm]
  have hM : M * Uᵀ = Uᵀ * diagonal h.1.eigenvalues := by
    ext i k
    have hv := congrFun (h.1.mulVec_eigenvectorBasis k) i
    have e : (M * Uᵀ) i k = (M *ᵥ (h.1.eigenvectorBasis k).ofLp) i := rfl
    rw [e, hv, Matrix.mul_diagonal]
    simp [U, mul_comm]
  refine ⟨U, h.1.eigenvalues, hU, h.eigenvalues_nonneg, ?_⟩
  rw [← Matrix.mul_assoc, ← hM, Matrix.mul_assoc, mul_eq_one_comm.mp hU, Matrix.mul_one]

end

end ExistsDiagonalisation
```

Lean reports:

```
Main.lean:18:26: error: unsolved goals
n : Type u_1
inst✝¹ : Fintype n
inst✝ : DecidableEq n
M : Matrix n n ℝ
h : M.PosSemidef
U : Matrix n n ℝ := fun i j => (⋯.eigenvectorBasis i).ofLp j
i k : n
ho : inner ℝ (⋯.eigenvectorBasis i) (⋯.eigenvectorBasis k) = if i = k then 1 else 0
j : n
x✝ : j ∈ Finset.univ
⊢ (fun i j => (⋯.eigenvectorBasis i).ofLp j)ᵀ j k = (⋯.eigenvectorBasis k).ofLp j ∨ (⋯.eigenvectorBasis i).ofLp j = 0
Main.lean:24:54: error: unsolved goals
n : Type u_1
inst✝¹ : Fintype n
inst✝ : DecidableEq n
M : Matrix n n ℝ
h : M.PosSemidef
U : Matrix n n ℝ := fun i j => (⋯.eigenvectorBasis i).ofLp j
hU : U * Uᵀ = 1
i k : n
hv : (M *ᵥ (⋯.eigenvectorBasis k).ofLp) i = (⋯.eigenvalues k • (⋯.eigenvectorBasis k).ofLp) i
e : (M * Uᵀ) i k = (M *ᵥ (⋯.eigenvectorBasis k).ofLp) i
⊢ (⋯.eigenvectorBasis k).ofLp i * ⋯.eigenvalues k = ⋯.eigenvalues k * (fun i j => (⋯.eigenvectorBasis i).ofLp j)ᵀ i k
```

Cause. Both errors are goals left open after `simp [U, mul_comm]`, and both have the same obstacle. Unfolding `U` puts its defining function under a transpose, and `simp` leaves the entry of that transpose unevaluated. In the first goal this entry should be component `j` of eigenvector `k`; the alternative `... = 0` comes from cancelling a common factor. In the second it should be component `i` of eigenvector `k`, after which the two sides differ only in the order of multiplication. The messages do not say why `simp` failed to evaluate the transpose.

The mathematics is sound, since the entries agree by definition. Each added `change` uses this to restate one side of the goal with the eigenvector components written out, before `simp` runs. No `U` or transpose then remains in either goal, so `U` is dropped from the `simp` calls. What is left is the inner product of two real numbers in the first case and a component of a scalar multiple in the second, and `simp [mul_comm]` closes both.

Fix (accepted with no message):

```diff
@@ -21,5 +21,6 @@
     rw [Matrix.mul_apply, Matrix.one_apply, ← ho, PiLp.inner_apply]
     refine Finset.sum_congr rfl fun j _ => ?_
-    simp [U, mul_comm]
+    change (h.1.eigenvectorBasis i).ofLp j * (h.1.eigenvectorBasis k).ofLp j = _
+    simp [mul_comm]
   have hM : M * Uᵀ = Uᵀ * diagonal h.1.eigenvalues := by
     ext i k
@@ -27,5 +28,6 @@
     have e : (M * Uᵀ) i k = (M *ᵥ (h.1.eigenvectorBasis k).ofLp) i := rfl
     rw [e, hv, Matrix.mul_diagonal]
-    simp [U, mul_comm]
+    change _ = (h.1.eigenvectorBasis k).ofLp i * h.1.eigenvalues k
+    simp [mul_comm]
   refine ⟨U, h.1.eigenvalues, hU, h.eigenvalues_nonneg, ?_⟩
   rw [← Matrix.mul_assoc, ← hM, Matrix.mul_assoc, mul_eq_one_comm.mp hU, Matrix.mul_one]
```
